# Rotating two singly occupied real orbitals: the singlet energy starts with slope 4⟨S, HD⟩, the triplet energy stays constant

Q: Two electrons sit in two singly occupied orbitals, and I mix those orbitals with each other. Why should the singlet notice and the triplet not?

A: Take a basis of two functions, with \(a=(1,0)\) and \(b=(0,1)\), and rotate by 45 degrees: \(a'=(a+b)/\sqrt2\), \(b'=(b-a)/\sqrt2\). Write \(uv\) for the product state with electron 1 in \(u\) and electron 2 in \(v\). Multiplying out gives

\[
\frac{a'b'+b'a'}{\sqrt2}=\frac{bb-aa}{\sqrt2},\qquad
\frac{a'b'-b'a'}{\sqrt2}=\frac{ab-ba}{\sqrt2}.
\]

The singlet has turned into a combination of doubly occupied configurations, while the triplet has come back unchanged. A general angle interpolates between the two singlet states.

Q: What replaces the two-function basis in the general statement?

A: Any finite index type `n`. An orbital is a real function on `n`, its list of coefficients in an orthonormal basis.

In Lean 4 with Mathlib:

```lean
import Mathlib

open Matrix

namespace OpenShellOrbitalGradient

noncomputable section

variable {n : Type*} [Fintype n]
```

A pair state is a function on `n × n`, and the product state is the product of coefficients.

```lean
/-- The product state with electron 1 in orbital `u` and electron 2 in orbital `v`. -/
def prodState (u v : n → ℝ) : n × n → ℝ := fun p => u p.1 * v p.2
```

Q: And the rotation?

A: For an angle \(t\), with \(c=\cos t\) and \(s=\sin t\), the new orbitals are \(a'=ca+sb\) and \(b'=-sa+cb\).

```lean
/-- The first orbital after rotation by the angle `t`. -/
def rotA (a b : n → ℝ) (t : ℝ) : n → ℝ := Real.cos t • a + Real.sin t • b

/-- The second orbital after rotation by the angle `t`. -/
def rotB (a b : n → ℝ) (t : ℝ) : n → ℝ := (-Real.sin t) • a + Real.cos t • b
```

Q: I see no spin anywhere. What makes one state a singlet?

A: Only the spatial factors appear. The singlet's spin function is antisymmetric, so its spatial part is symmetric; for the triplet it is the other way round. With a spin-free Hamiltonian the spatial part determines the energy. I write \(S=(ab+ba)/\sqrt2\) for the singlet and \(D=(bb-aa)/\sqrt2\) for the closed-shell difference.

```lean
/-- The spatial part of the open-shell singlet, `(uv + vu)/√2`. -/
def singlet (u v : n → ℝ) : n × n → ℝ :=
  (√2)⁻¹ • (prodState u v + prodState v u)

/-- The spatial part of the triplet, `(uv - vu)/√2`. -/
def triplet (u v : n → ℝ) : n × n → ℝ :=
  (√2)⁻¹ • (prodState u v - prodState v u)

/-- The difference of the two closed-shell configurations, `(bb - aa)/√2`. -/
def closedDiff (a b : n → ℝ) : n × n → ℝ :=
  (√2)⁻¹ • (prodState b b - prodState a a)
```

Q: Those prefactors normalise the states only if \(a\) and \(b\) are orthonormal. Is that assumed?

A: No, and the identities hold without it. The interpretation does need it: for orthonormal \(a,b\), the states \(S\), \(D\) and the triplet have norm one at every angle, and the diagonal matrix element is the energy expectation value. For other vectors it is an unnormalised quadratic form, and the theorem gives the derivative of that form, not of its quotient by the squared norm.

```lean
/-- The matrix element `⟨φ, H ψ⟩` of a two-electron Hamiltonian. -/
def coupling (H : Matrix (n × n) (n × n) ℝ) (φ ψ : n × n → ℝ) : ℝ := φ ⬝ᵥ H *ᵥ ψ
```

Q: What is required of \(H\)?

A: It is a real matrix on pair states, and the main theorem assumes `H.IsSymm`, the real form of hermiticity. One- and two-electron terms are both allowed. Symmetry gives \(\langle\varphi,H\psi\rangle=\langle H\varphi,\psi\rangle=\langle\psi,H\varphi\rangle\), and the first lemma carries out this transposition.

```lean
/-- Matrix elements of a real symmetric Hamiltonian are symmetric in the two states. -/
theorem coupling_comm {H : Matrix (n × n) (n × n) ℝ} (hH : H.IsSymm)
    (φ ψ : n × n → ℝ) : coupling H φ ψ = coupling H ψ φ := by
  unfold coupling
  rw [dotProduct_mulVec, ← mulVec_transpose, hH.eq, dotProduct_comm]
```

Q: Now derive the energy at a general angle.

A: Expand both products:

\[
\begin{aligned}
a'b'&=-cs\,aa+c^2\,ab-s^2\,ba+cs\,bb,\\
b'a'&=-cs\,aa-s^2\,ab+c^2\,ba+cs\,bb.
\end{aligned}
\]

Their sum is \((c^2-s^2)(ab+ba)+2cs\,(bb-aa)\). After division by \(\sqrt2\), the double-angle formulas give

\[
S(t)=\cos(2t)\,S+\sin(2t)\,D .
\]

Put \(E_S=\langle S,HS\rangle\), \(E_D=\langle D,HD\rangle\) and \(K=\langle S,HD\rangle\). Since \(\langle D,HS\rangle=K\), the singlet energy is

\[
E(t)=\cos^2(2t)\,E_S+\sin^2(2t)\,E_D+2\sin(2t)\cos(2t)\,K .
\]

In the proof, `hS` is the identity for \(S(t)\), checked coefficient by coefficient. The quadratic form is then expanded, and `hc` identifies the two cross terms.

```lean
/-- The energy expression `⟨ψ, H ψ⟩` of the open-shell singlet `ψ` at rotation angle `t`, in terms
of three matrix elements of the unrotated singlet and the closed-shell difference. -/
theorem singlet_energy_curve {H : Matrix (n × n) (n × n) ℝ} (hH : H.IsSymm)
    (a b : n → ℝ) (t : ℝ) :
    coupling H (singlet (rotA a b t) (rotB a b t)) (singlet (rotA a b t) (rotB a b t)) =
      Real.cos (2 * t) ^ 2 * coupling H (singlet a b) (singlet a b)
      + Real.sin (2 * t) ^ 2 * coupling H (closedDiff a b) (closedDiff a b)
      + 2 * (Real.sin (2 * t) * Real.cos (2 * t))
        * coupling H (singlet a b) (closedDiff a b) := by
  -- the rotated singlet stays in the plane of the singlet and the closed-shell difference
  have hS : singlet (rotA a b t) (rotB a b t) =
      Real.cos (2 * t) • singlet a b + Real.sin (2 * t) • closedDiff a b := by
    ext p
    simp only [singlet, closedDiff, prodState, rotA, rotB, Pi.add_apply, Pi.sub_apply,
      Pi.smul_apply, smul_eq_mul, Real.cos_two_mul', Real.sin_two_mul]
    ring
  have hc := coupling_comm hH (closedDiff a b) (singlet a b)
  rw [hS]
  simp only [coupling, mulVec_add, mulVec_smul, dotProduct_add, add_dotProduct,
    smul_dotProduct, dotProduct_smul, smul_eq_mul] at hc ⊢
  linear_combination (Real.cos (2 * t) * Real.sin (2 * t)) * hc
```

Q: So the factor 4 comes from the double angle?

A: From the double angle and the two equal cross terms. At \(t=0\) the squared cosine and squared sine both have zero derivative. The last term equals \(K\sin(4t)\), whose derivative there is \(4K\). For the triplet, subtract the two expansions:

\[
a'b'-b'a'=(c^2+s^2)(ab-ba)=ab-ba .
\]

The state itself is unchanged, so its energy is too.

```lean
/-- Under rotation of the two open-shell orbitals, the energy expression `⟨ψ, H ψ⟩` of the singlet
has derivative `4⟨S, H D⟩` at angle zero, with `S` the unrotated singlet and `D = (bb - aa)/√2`,
while that of the triplet is constant. -/
theorem open_shell_orbital_gradient {H : Matrix (n × n) (n × n) ℝ} (hH : H.IsSymm)
    (a b : n → ℝ) :
    HasDerivAt (fun t => coupling H (singlet (rotA a b t) (rotB a b t))
        (singlet (rotA a b t) (rotB a b t)))
      (4 * coupling H (singlet a b) (closedDiff a b)) 0 ∧
    ∀ t, coupling H (triplet (rotA a b t) (rotB a b t)) (triplet (rotA a b t) (rotB a b t))
      = coupling H (triplet a b) (triplet a b) := by
  constructor
  · -- differentiate the explicit energy curve
    rw [funext (singlet_energy_curve hH a b)]
    have h2 : HasDerivAt (fun t : ℝ => 2 * t) 2 0 := by
      simpa using (hasDerivAt_id' (0 : ℝ)).const_mul 2
    have hc := h2.cos
    have hs := h2.sin
    refine ((((hc.fun_pow 2).mul_const _).fun_add ((hs.fun_pow 2).mul_const _)).fun_add
      (((hs.fun_mul hc).const_mul 2).mul_const _)).congr_deriv ?_
    simp only [mul_zero, Real.sin_zero, Real.cos_zero]
    norm_num
  · intro t
    -- the antisymmetric product only picks up the determinant of the rotation
    have hT : triplet (rotA a b t) (rotB a b t) = triplet a b := by
      ext p
      simp only [triplet, prodState, rotA, rotB, Pi.add_apply, Pi.sub_apply,
        Pi.smul_apply, smul_eq_mul]
      linear_combination ((√2)⁻¹ * (a p.1 * b p.2 - b p.1 * a p.2)) *
        Real.sin_sq_add_cos_sq t
    rw [hT]
```

In words: for every symmetric \(H\) and all real \(a,b\), the quadratic form \(\langle\psi,H\psi\rangle\) of the singlet, as a function of the angle, is differentiable at zero with derivative \(4\langle S,HD\rangle\), and for every \(t\) that of the triplet equals its unrotated value. For orthonormal \(a,b\) these forms are the energies. The first half of the proof replaces the energy by the explicit curve and applies the product and chain rules. In the second half, `hT` is the equality of the triplet states, obtained from \(\sin^2t+\cos^2t=1\).

Q: What does this mean for a restricted open-shell calculation?

A: Within this model of two electrons in two real orbitals, the open-open rotation is a redundant parameter for the triplet, but in general a genuine variational parameter for the open-shell singlet. An optimisation of that singlet therefore cannot in general leave this angle out; a gradient-based one includes the derivative computed here.

Q: A vanishing gradient could also mark a maximum. Can you tell which it is?

A: Yes, along this one rotation. The unrotated orbitals give the lowest singlet energy over all angles exactly when \(K=0\) and \(E_S\le E_D\). If they are minimal, the derivative \(4K\) vanishes; and since \(E(\pi/4)=E_D\), minimality also gives \(E_S\le E_D\). Conversely, if both conditions hold,

\[
E(t)-E_S=\sin^2(2t)\,(E_D-E_S)\ge 0 .
\]

```lean
/-- The unrotated orbitals minimise the energy expression `⟨ψ, H ψ⟩` of the singlet over all
rotation angles exactly when `⟨S, H D⟩ = 0` and the energy expression of `S` does not exceed that of
`D`. -/
theorem singlet_minimal_iff {H : Matrix (n × n) (n × n) ℝ} (hH : H.IsSymm)
    (a b : n → ℝ) :
    (∀ t, coupling H (singlet a b) (singlet a b) ≤
      coupling H (singlet (rotA a b t) (rotB a b t)) (singlet (rotA a b t) (rotB a b t))) ↔
    coupling H (singlet a b) (closedDiff a b) = 0 ∧
      coupling H (singlet a b) (singlet a b) ≤
        coupling H (closedDiff a b) (closedDiff a b) := by
  constructor
  · intro h
    have hA : rotA a b 0 = a := by simp [rotA]
    have hB : rotB a b 0 = b := by simp [rotB]
    have hmin : IsLocalMin (fun t => coupling H (singlet (rotA a b t) (rotB a b t))
        (singlet (rotA a b t) (rotB a b t))) 0 :=
      Filter.Eventually.of_forall (fun t => by simpa only [hA, hB] using h t)
    have hz := hmin.hasDerivAt_eq_zero (open_shell_orbital_gradient hH a b).1
    -- a rotation by 45 degrees reaches the closed-shell difference
    have hq := h (Real.pi / 4)
    rw [singlet_energy_curve hH, show 2 * (Real.pi / 4) = Real.pi / 2 by ring,
      Real.cos_pi_div_two, Real.sin_pi_div_two] at hq
    exact ⟨by linarith, by linarith⟩
  · rintro ⟨hK, hE⟩ t
    rw [singlet_energy_curve hH, hK, Real.cos_sq']
    nlinarith [mul_nonneg (sq_nonneg (Real.sin (2 * t))) (sub_nonneg.2 hE)]
```

The forward direction passes from a global minimum to a local one, uses the zero-derivative rule, and then evaluates the curve at \(\pi/4\). The reverse direction is the displayed inequality, finished by `nlinarith`.

Q: Give me a case where the second condition decides.

A: Return to two basis functions and read them as two equivalent sites, with hopping between them and an energy \(U\) whenever both electrons share a site. Hopping connects \(S\) to \(aa\) and \(bb\) with equal amplitudes, which cancel in \(D\), so \(K=0\). Also \(E_S=0\) and \(E_D=U\), hence \(E(t)=U\sin^2(2t)\). For repulsion, \(U>0\), the site orbitals are minimal. For attraction, \(U<0\), they are stationary but sit at a maximum.

Q: Your \(H\) need not treat the electrons alike. Surely a physical one does?

A: It does, and the main theorem covers it as a special case. Indistinguishability becomes an explicit hypothesis only where it simplifies the gradient: `hx` says that swapping the electron labels in both indices of \(H\) leaves the entry unchanged. Relabelling the double sum then shows that swapping the electrons in both states preserves the matrix element. The proof does this once for the outer sum and once for the inner one.

```lean
/-- If the Hamiltonian is unchanged by exchange of the electrons, exchanging them in both
states leaves the matrix element unchanged. -/
theorem coupling_swap {H : Matrix (n × n) (n × n) ℝ}
    (hx : ∀ p q, H p.swap q.swap = H p q) (φ ψ : n × n → ℝ) :
    coupling H (fun p => φ p.swap) (fun p => ψ p.swap) = coupling H φ ψ := by
  simp only [coupling, dotProduct, mulVec]
  refine Fintype.sum_equiv (Equiv.prodComm n n) _ _ fun p => ?_
  change φ p.swap * _ = φ p.swap * _
  congr 1
  refine Fintype.sum_equiv (Equiv.prodComm n n) _ _ fun q => ?_
  change H p q * ψ q.swap = H p.swap q.swap * ψ q.swap
  rw [hx]
```

Q: What does that do to \(K\)?

A: Expanding \(S\) and \(D\) gives

\[
K=\tfrac12\bigl(\langle ab,Hbb\rangle+\langle ba,Hbb\rangle-\langle ab,Haa\rangle-\langle ba,Haa\rangle\bigr).
\]

Exchange turns \(ba\) into \(ab\) and leaves \(aa\) and \(bb\) alone, so the terms pair up:

\[
K=\langle ab,Hbb\rangle-\langle ab,Haa\rangle .
\]

In the code, `hsw` supplies the exchanged matrix elements and `h2` the factor \(\tfrac12\) from the two normalisations. Symmetry of \(H\) as a matrix is not needed for this step.

```lean
/-- For a Hamiltonian unchanged by exchange of the electrons, `⟨S, H D⟩` is the difference of
the orbital matrix elements `⟨ab, H bb⟩` and `⟨ab, H aa⟩`. -/
theorem gradient_coupling_eq_integrals {H : Matrix (n × n) (n × n) ℝ}
    (hx : ∀ p q, H p.swap q.swap = H p q) (a b : n → ℝ) :
    coupling H (singlet a b) (closedDiff a b) =
      coupling H (prodState a b) (prodState b b)
        - coupling H (prodState a b) (prodState a a) := by
  have e : ∀ u v : n → ℝ, (fun p : n × n => prodState u v p.swap) = prodState v u := by
    intro u v
    ext p
    exact mul_comm _ _
  have hsw : ∀ u : n → ℝ, coupling H (prodState b a) (prodState u u) =
      coupling H (prodState a b) (prodState u u) := by
    intro u
    have h := coupling_swap hx (prodState a b) (prodState u u)
    rwa [e a b, e u u] at h
  have h2 : (√2)⁻¹ * (√2)⁻¹ = (1 / 2 : ℝ) := by
    rw [← mul_inv, Real.mul_self_sqrt (by norm_num)]
    norm_num
  have ha := hsw a
  have hb := hsw b
  -- expand both superpositions and identify the exchanged terms
  simp only [coupling, singlet, closedDiff, mulVec_sub, mulVec_smul, dotProduct_sub,
    add_dotProduct, smul_dotProduct, dotProduct_smul, smul_eq_mul] at ha hb ⊢
  linear_combination (2 * (prodState a b ⬝ᵥ H *ᵥ prodState b b
    - prodState a b ⬝ᵥ H *ᵥ prodState a a)) * h2 + ((√2)⁻¹ * (√2)⁻¹) * (hb - ha)

end

end OpenShellOrbitalGradient
```

```lean
#print axioms OpenShellOrbitalGradient.open_shell_orbital_gradient
#print axioms OpenShellOrbitalGradient.singlet_minimal_iff
#print axioms OpenShellOrbitalGradient.gradient_coupling_eq_integrals
```

```
'OpenShellOrbitalGradient.open_shell_orbital_gradient' depends on axioms: [propext, Classical.choice, Quot.sound]
'OpenShellOrbitalGradient.singlet_minimal_iff' depends on axioms: [propext, Classical.choice, Quot.sound]
'OpenShellOrbitalGradient.gradient_coupling_eq_integrals' depends on axioms: [propext, Classical.choice, Quot.sound]
```

Q: Then what is missing before I may call this the orbital gradient of my molecule?

A: The other rotations. A full calculation also mixes the open-shell orbitals with doubly occupied and empty ones, and the doubly occupied with the empty ones; those gradient components are absent here. A closed-shell core enters only if it is held frozen and absorbed into \(H\). The orbitals are real and the basis is finite, so complex mixing and the basis-set limit are not treated. The minimality criterion likewise compares only the angles of this single rotation; it does not establish a minimum over all orbitals.
